# Mean polarizability overscreens the angle-averaged interaction of an anisotropic sheet in the linear screening model

Q: Everything here rests on a dielectric function that is linear in the momentum transfer. Why should I accept that for a real two-dimensional material?

A: Accept it as the long-wavelength model of a thin sheet in vacuum that has a band gap and no free carriers. Let \(q\) be the magnitude of the in-plane momentum transfer and \(t\) its angle from the x axis. A potential of wavevector \(\mathbf q\) induces a sheet charge proportional to \(\mathbf q\cdot\alpha\,\mathbf q\), where \(\alpha\) is the in-plane polarizability tensor. The two-dimensional Coulomb kernel contributes a factor \(1/q\), so one power of \(q\) remains. With x and y along the principal axes of \(\alpha\),

\[
\varepsilon(q,t)=1+q\,(a\cos^2 t+b\sin^2 t),
\]

where the screening lengths \(a\) and \(b\) are proportional to the two principal polarizabilities. The model leaves out metallic screening, finite thickness, a substrate, frequency dependence and corrections at larger \(q\).

```lean
import Mathlib

open Real

namespace AnisotropicScreening

noncomputable section

/-- Dielectric function of a sheet with screening lengths `a` along x and `b` along y, for a
momentum transfer of magnitude `q` in the direction `t`. -/
def dielectric (a b q t : ℝ) : ℝ := 1 + q * (a * cos t ^ 2 + b * sin t ^ 2)
```

Q: And which average do you take? One could average \(\varepsilon\) or its inverse.

A: The screened interaction is the bare one divided by \(\varepsilon\), so at fixed \(q\) its angular average contains the average of \(1/\varepsilon\). Averaging the polarizability first amounts to averaging \(\varepsilon\) and then inverting. The theorems compare these two operations. In Lean, `angularAverage f` is \((2\pi)^{-1}\int_0^{2\pi} f(t)\,dt\), with every direction weighted equally.

```lean
/-- Average of a function of the in-plane direction over the full circle. -/
def angularAverage (f : ℝ → ℝ) : ℝ := (2 * π)⁻¹ * ∫ t in (0 : ℝ)..(2 * π), f t
```

Q: Before you divide by \(\varepsilon\), show me that it never vanishes.

A: Since \(\cos^2 t+\sin^2 t=1\),

\[
\varepsilon=(1+qa)\cos^2 t+(1+qb)\sin^2 t .
\]

For \(a,b,q\ge 0\) both coefficients are positive, and the sine and cosine never vanish together. The lemma `form_pos` proves this for general positive coefficients `A` and `B`. If \(\cos t=0\), the form equals `B`; otherwise the first term is already positive and `positivity` finishes.

```lean
/-- A diagonal quadratic form with positive coefficients is positive in every direction. -/
theorem form_pos {A B : ℝ} (hA : 0 < A) (hB : 0 < B) (t : ℝ) :
    0 < A * cos t ^ 2 + B * sin t ^ 2 := by
  have h := sin_sq_add_cos_sq t
  rcases eq_or_ne (cos t) 0 with hc | hc
  · have h1 : sin t ^ 2 = 1 := by
      rw [hc] at h
      linarith
    rw [hc, h1]
    linarith
  · positivity
```

Q: The usual integration substitutes \(\tan t\), which blows up twice per turn. How do you get around the full circle?

A: By a primitive without jumps. Put \(r=\sqrt{1+qa}\) and \(s=\sqrt{1+qb}\), so that \(\varepsilon=E\) with \(E=r^2\cos^2 t+s^2\sin^2 t\). The tangent substitution leads to an angle \(\varphi\) with \(\tan\varphi=(s/r)\tan t\). The difference \(\varphi-t\) stays bounded, and the subtraction formula for tangents gives \(\tan(\varphi-t)=N/D\), where

\[
N=(s-r)\sin t\cos t,\qquad D=r\cos^2 t+s\sin^2 t>0 .
\]

The candidate is therefore \(F(t)=\bigl(t+\arctan(N/D)\bigr)/(rs)\). To differentiate it, use

\[
N'=(s-r)(\cos^2 t-\sin^2 t),\qquad D'=2(s-r)\sin t\cos t,
\]
\[
\frac{d}{dt}\arctan\frac ND=\frac{N'D-ND'}{D^2+N^2}.
\]

In the denominator the mixed terms \(\pm 2rs\sin^2 t\cos^2 t\) cancel:

\[
D^2+N^2=(r^2\cos^2 t+s^2\sin^2 t)(\cos^2 t+\sin^2 t)=E .
\]

In the numerator, expanding and collecting gives

\[
N'D-ND'=(s-r)(r\cos^2 t-s\sin^2 t)=rs-E .
\]

Hence

\[
F'(t)=\frac{1}{rs}\left(1+\frac{rs-E}{E}\right)=\frac1E .
\]

Q: Does the Lean proof do the same calculation?

A: Yes. `hN` and `hD` are the derivatives of \(N\) and \(D\), and `aux` simplifies the arctangent derivative to a quotient over \(D^2+N^2\). The identities for the denominator and numerator are `key` and `num`; in each, `linear_combination` uses a multiple of \(\sin^2 t+\cos^2 t=1\). Finally, `fin` is the last simplification, with `P` standing for \(rs\).

```lean
/-- For positive `r` and `s`, the inverse of `r² cos² t + s² sin² t` has a primitive that is
differentiable at every angle. -/
theorem hasDerivAt_primitive {r s : ℝ} (hr : 0 < r) (hs : 0 < s) (t : ℝ) :
    HasDerivAt (fun t => (t + arctan ((s - r) * (sin t * cos t) /
        (r * cos t ^ 2 + s * sin t ^ 2))) / (r * s))
      (1 / (r ^ 2 * cos t ^ 2 + s ^ 2 * sin t ^ 2)) t := by
  have h := sin_sq_add_cos_sq t
  have hDpos := form_pos hr hs t
  have hE := (form_pos (pow_pos hr 2) (pow_pos hs 2) t).ne'
  have hP : r * s ≠ 0 := (mul_pos hr hs).ne'
  have hN : HasDerivAt (fun t => (s - r) * (sin t * cos t))
      ((s - r) * (cos t ^ 2 - sin t ^ 2)) t :=
    (((hasDerivAt_sin t).fun_mul (hasDerivAt_cos t)).const_mul (s - r)).congr_deriv (by ring)
  have hD : HasDerivAt (fun t => r * cos t ^ 2 + s * sin t ^ 2)
      (2 * (s - r) * (sin t * cos t)) t :=
    ((((hasDerivAt_cos t).fun_pow 2).const_mul r).fun_add
      (((hasDerivAt_sin t).fun_pow 2).const_mul s)).congr_deriv (by norm_num; ring)
  have aux : ∀ N D X : ℝ, 0 < D →
      1 / (1 + (N / D) ^ 2) * (X / D ^ 2) = X / (D ^ 2 + N ^ 2) := by
    intro N D X hD
    have h0 : 0 < D ^ 2 + N ^ 2 := by positivity
    have h1 : 1 + (N / D) ^ 2 = (D ^ 2 + N ^ 2) / D ^ 2 := by field_simp
    rw [h1]
    field_simp
  -- the two trigonometric identities behind the derivative
  have key : (r * cos t ^ 2 + s * sin t ^ 2) ^ 2 + ((s - r) * (sin t * cos t)) ^ 2
      = r ^ 2 * cos t ^ 2 + s ^ 2 * sin t ^ 2 := by
    linear_combination (r ^ 2 * cos t ^ 2 + s ^ 2 * sin t ^ 2) * h
  have num : (s - r) * (cos t ^ 2 - sin t ^ 2) * (r * cos t ^ 2 + s * sin t ^ 2)
      - (s - r) * (sin t * cos t) * (2 * (s - r) * (sin t * cos t))
      = r * s - (r ^ 2 * cos t ^ 2 + s ^ 2 * sin t ^ 2) := by
    linear_combination ((s - r) * (r * cos t ^ 2 - s * sin t ^ 2) + r * s) * h
  have fin : ∀ E P : ℝ, E ≠ 0 → P ≠ 0 → (1 + (P - E) / E) / P = 1 / E := by
    intro E P hE hP
    have h1 : 1 + (P - E) / E = P / E := by
      rw [sub_div, div_self hE]
      ring
    rw [h1, div_div, mul_comm E P, ← div_div, div_self hP]
  refine (((hasDerivAt_id' t).fun_add
    (hN.fun_div hD hDpos.ne').arctan).div_const (r * s)).congr_deriv ?_
  rw [aux _ _ _ hDpos, key, num]
  exact fin _ _ hE hP
```

Q: Then the average should follow at once.

A: It does. The arctangent vanishes at both \(0\) and \(2\pi\), so \(F(2\pi)-F(0)=2\pi/(rs)\), and

\[
\frac1{2\pi}\int_0^{2\pi}\frac{dt}{\varepsilon(q,t)}=\frac1{rs}=\frac{1}{\sqrt{(1+qa)(1+qb)}} .
\]

The theorem `average_inverse_dielectric` states this for all real \(a,b,q\ge0\). In its proof, `hf` rewrites \(\varepsilon\) as the quadratic form and `hc` supplies the continuity that makes the integrand integrable. The fundamental theorem of calculus then leaves endpoint values, which `simp only` evaluates.

Q: What goes wrong if I allow negative lengths?

A: Take \(q=1\) and \(a=b=-2\). Then \(\varepsilon=-1\) in every direction and the average of \(1/\varepsilon\) is \(-1\), while the formula gives \(+1\). So the formula needs a condition that rules out \(1+qa\) and \(1+qb\) both being negative. If the two have opposite signs, \(\varepsilon\) vanishes in some directions and \(1/\varepsilon\) is not integrable. For \(q\ge0\), non-negative lengths exclude both cases, and they stand for a static response that does not strengthen the applied field in any direction.

```lean
/-- For non-negative screening lengths and momentum, the angular average of the inverse
dielectric function is `1 / √((1 + q a)(1 + q b))`. -/
theorem average_inverse_dielectric {a b q : ℝ} (ha : 0 ≤ a) (hb : 0 ≤ b) (hq : 0 ≤ q) :
    angularAverage (fun t => 1 / dielectric a b q t)
      = 1 / √((1 + q * a) * (1 + q * b)) := by
  have hA : 0 < 1 + q * a := by positivity
  have hB : 0 < 1 + q * b := by positivity
  have hr := Real.sqrt_pos.2 hA
  have hs := Real.sqrt_pos.2 hB
  have hpi := Real.pi_ne_zero
  -- write the dielectric function as a quadratic form in the direction
  have hf : (fun t => 1 / dielectric a b q t) = fun t =>
      1 / (√(1 + q * a) ^ 2 * cos t ^ 2 + √(1 + q * b) ^ 2 * sin t ^ 2) := by
    funext t
    rw [Real.sq_sqrt hA.le, Real.sq_sqrt hB.le, dielectric]
    congr 1
    linear_combination -(sin_sq_add_cos_sq t)
  have hc : Continuous (fun t : ℝ =>
      1 / (√(1 + q * a) ^ 2 * cos t ^ 2 + √(1 + q * b) ^ 2 * sin t ^ 2)) :=
    continuous_const.div (by fun_prop)
      (fun t => (form_pos (pow_pos hr 2) (pow_pos hs 2) t).ne')
  rw [hf, angularAverage, intervalIntegral.integral_eq_sub_of_hasDerivAt
    (fun t _ => hasDerivAt_primitive hr hs t) (hc.intervalIntegrable _ _),
    Real.sqrt_mul hA.le]
  simp only [sin_two_pi, sin_zero, zero_mul, mul_zero, zero_div, arctan_zero, add_zero,
    sub_zero]
  field_simp
```

Q: You still owe me the claim that the isotropic model really is the mean of \(\varepsilon\).

A: Differentiate

\[
G(t)=t+q\left(\frac{a+b}{2}\,t+\frac{a-b}{2}\sin t\cos t\right).
\]

This gives

\[
G'(t)=1+q\left(\frac{a+b}{2}+\frac{a-b}{2}(\cos^2 t-\sin^2 t)\right)=\varepsilon(q,t),
\]

where the last step writes the first fraction as \(\frac{a+b}{2}(\cos^2 t+\sin^2 t)\). The term with \(\sin t\cos t\) vanishes at both endpoints, so the mean is \(1+q(a+b)/2\). The Lean proof takes the same route: `hd` is the derivative and `hc` the continuity. This identity needs no sign conditions.

```lean
/-- The angular average of the dielectric function itself is that of an isotropic sheet with
the arithmetic mean of the two screening lengths. -/
theorem average_dielectric (a b q : ℝ) :
    angularAverage (dielectric a b q) = 1 + q * (a + b) / 2 := by
  have hpi := Real.pi_ne_zero
  have hd : ∀ t : ℝ, HasDerivAt
      (fun t => t + q * ((a + b) / 2 * t + (a - b) / 2 * (sin t * cos t)))
      (dielectric a b q t) t := by
    intro t
    refine ((hasDerivAt_id' t).fun_add ((((hasDerivAt_id' t).const_mul ((a + b) / 2)).fun_add
      (((hasDerivAt_sin t).fun_mul (hasDerivAt_cos t)).const_mul
        ((a - b) / 2))).const_mul q)).congr_deriv ?_
    rw [dielectric]
    linear_combination (-(q * (a + b) / 2)) * sin_sq_add_cos_sq t
  have hc : Continuous (dielectric a b q) := by
    unfold dielectric
    fun_prop
  rw [angularAverage, intervalIntegral.integral_eq_sub_of_hasDerivAt
    (fun t _ => hd t) (hc.intervalIntegrable _ _)]
  simp only [sin_two_pi, sin_zero, zero_mul, mul_zero, add_zero, sub_zero]
  field_simp
```

Q: Now the physical claim. In what sense does the isotropic model overscreen?

A: Write \(M=1+q(a+b)/2\) for the mean dielectric function. Then

\[
M^2-(1+qa)(1+qb)=\frac{q^2(a-b)^2}{4}\ge0 .
\]

Both \(M\) and the square root are positive, so \(M\ge\sqrt{(1+qa)(1+qb)}\), and taking reciprocals gives

\[
\frac1M\le\frac1{\sqrt{(1+qa)(1+qb)}} .
\]

Equality forces \(q(a-b)=0\), and for \(q>0\) this means \(a=b\). Conversely, if \(a=b\), both sides are \(1/(1+qa)\).

The theorem `isotropic_overscreens` joins the inequality and the equivalence in one conjunction. Its proof first inserts the closed formula. For the inequality, `nlinarith` receives the square of \(q(a-b)\). For the equality case, `h1` equates the denominators, `h3` obtains \((q(a-b))^2=0\) after squaring, and `hq` removes the factor \(q\).

Q: Why is \(q>0\) required here, when \(q\ge0\) was enough before?

A: Because of the equality clause. At \(q=0\) with \(a=1\) and \(b=0\), both sides equal 1 although the lengths differ, so \(q=0\) has to be excluded there. The inequality itself survives at that point, where nothing is screened.

```lean
/-- Isotropic averaging overscreens: for non-negative screening lengths and `q > 0`, the inverse
dielectric function built from the arithmetic mean length is at most the true angular average,
with equality exactly when the two lengths agree. -/
theorem isotropic_overscreens {a b q : ℝ} (ha : 0 ≤ a) (hb : 0 ≤ b) (hq : 0 < q) :
    1 / (1 + q * (a + b) / 2) ≤ angularAverage (fun t => 1 / dielectric a b q t) ∧
    (1 / (1 + q * (a + b) / 2) = angularAverage (fun t => 1 / dielectric a b q t)
      ↔ a = b) := by
  rw [average_inverse_dielectric ha hb hq.le]
  have hAB : 0 < (1 + q * a) * (1 + q * b) := by positivity
  have hS := Real.sqrt_pos.2 hAB
  have hM : 0 < 1 + q * (a + b) / 2 := by positivity
  refine ⟨one_div_le_one_div_of_le hS
    (Real.sqrt_le_iff.2 ⟨hM.le, by nlinarith [sq_nonneg (q * (a - b))]⟩), ?_, ?_⟩
  · intro h
    have h1 := (div_eq_div_iff hM.ne' hS.ne').1 h
    rw [one_mul, one_mul] at h1
    have h2 := Real.sq_sqrt hAB.le
    rw [h1] at h2
    -- the squares differ by the squared anisotropy
    have h3 : (q * (a - b)) ^ 2 = 0 := by linear_combination 4 * h2
    have h4 : q * (a - b) = 0 := pow_eq_zero_iff (two_ne_zero) |>.1 h3
    exact sub_eq_zero.1 ((mul_eq_zero.1 h4).resolve_left hq.ne')
  · intro h
    subst h
    rw [Real.sqrt_mul_self (by positivity)]
    congr 1
    ring
```

Q: If the arithmetic mean screens too much, does the geometric mean repair it?

A: It errs in the other direction, or at best agrees. For \(a,b,q\ge0\),

\[
(1+qa)(1+qb)-(1+q\sqrt{ab})^2=q\,(a+b-2\sqrt{ab})=q\,(\sqrt a-\sqrt b)^2\ge0 .
\]

Taking square roots and reciprocals bounds the true average above by \(1/(1+q\sqrt{ab})\). In `average_le_geometric`, `hm` is the inequality \(\sqrt{ab}\le(a+b)/2\), `h2` expands the square, and `linarith` combines them. For \(q>0\), the true average thus lies between the values of two isotropic sheets.

```lean
/-- For non-negative screening lengths and momentum, the true angular average is at most the
inverse dielectric function of an isotropic sheet with the geometric mean length. -/
theorem average_le_geometric {a b q : ℝ} (ha : 0 ≤ a) (hb : 0 ≤ b) (hq : 0 ≤ q) :
    angularAverage (fun t => 1 / dielectric a b q t) ≤ 1 / (1 + q * √(a * b)) := by
  rw [average_inverse_dielectric ha hb hq]
  have hG : 0 < 1 + q * √(a * b) := by positivity
  have hg := Real.sq_sqrt (mul_nonneg ha hb)
  have hm : √(a * b) ≤ (a + b) / 2 :=
    Real.sqrt_le_iff.2 ⟨by positivity, by nlinarith [sq_nonneg (a - b)]⟩
  refine one_div_le_one_div_of_le hG ((Real.le_sqrt' hG).2 ?_)
  have h1 := mul_le_mul_of_nonneg_left hm hq
  have h2 : (1 + q * √(a * b)) ^ 2 = 1 + 2 * (q * √(a * b)) + q ^ 2 * (a * b) := by
    linear_combination q ^ 2 * hg
  rw [h2]
  linarith

end

end AnisotropicScreening
```

```lean
#print axioms AnisotropicScreening.average_dielectric
#print axioms AnisotropicScreening.isotropic_overscreens
#print axioms AnisotropicScreening.average_le_geometric
```

```
'AnisotropicScreening.average_dielectric' depends on axioms: [propext, Classical.choice, Quot.sound]
'AnisotropicScreening.isotropic_overscreens' depends on axioms: [propext, Classical.choice, Quot.sound]
'AnisotropicScreening.average_le_geometric' depends on axioms: [propext, Classical.choice, Quot.sound]
```

Q: Can I conclude that an isotropic exciton calculation underestimates the binding energy?

A: Not from these theorems alone, since they contain no exciton Hamiltonian. They bear on Bethe-Salpeter and effective-mass models through the screened electron-hole attraction: within this linear, static sheet model, a single length taken from the mean polarizability makes the angle-averaged attraction too weak at every \(q>0\) when \(a\ne b\). An anisotropic exciton also samples the directional variation of the interaction, which the average removes.
